# RPA pairing: partner modes at $-\bar\omega$ and equal norms at non-real frequencies

The $2\times2$ matrix with rows $(3,\ 5i)$ and $(5i,\ -3)$ multiplies the vector $(5,\ 4+3i)$ by $4i$, and the two components of this vector have the same modulus, $5$. This is the one-pair case of a property of the random-phase-approximation (RPA) matrix of any finite size: when its block $A$ is Hermitian and its block $B$ is symmetric (both defined below), an eigenvector with a non-real eigenvalue has upper and lower halves of equal length.

```lean
import Mathlib

open Matrix

namespace RpaPairing

noncomputable section

/-- The indefinite metric `σ = diag(1, -1)` on pairs of amplitudes `(X, Y)`. -/
def metric (n : Type*) [DecidableEq n] : Matrix (n ⊕ n) (n ⊕ n) ℂ :=
  fromBlocks 1 0 0 (-1)

variable {n : Type*} [Fintype n]

/-- Entrywise complex conjugate of a matrix. -/
def conjM (A : Matrix n n ℂ) : Matrix n n ℂ := A.map star

/-- The RPA matrix with block rows `(A, B)` and `(-conj B, -conj A)`. -/
def rpa (A B : Matrix n n ℂ) : Matrix (n ⊕ n) (n ⊕ n) ℂ :=
  fromBlocks A B (-conjM B) (-conjM A)

/-- The indefinite overlap `X†X' - Y†Y'` of two pairs of amplitudes. -/
def rpaForm (X Y X' Y' : n → ℂ) : ℂ := star X ⬝ᵥ X' - star Y ⬝ᵥ Y'

/-- The Euclidean norm of an amplitude vector. -/
def l2norm (X : n → ℂ) : ℝ := Real.sqrt (∑ i, ‖X i‖ ^ 2)

/-- `ω` is an eigenvalue of the RPA matrix: some nonzero vector is multiplied by `ω`. -/
def IsRpaEigenvalue (A B : Matrix n n ℂ) (ω : ℂ) : Prop :=
  ∃ v : n ⊕ n → ℂ, v ≠ 0 ∧ rpa A B *ᵥ v = ω • v

/-- The conjugate matrix acting on the conjugate vector gives the conjugate of `A X`. -/
theorem conjM_mulVec_star (A : Matrix n n ℂ) (X : n → ℂ) :
    conjM A *ᵥ star X = star (A *ᵥ X) := by
  ext i
  simp only [conjM, Matrix.mulVec, dotProduct, Matrix.map_apply, Pi.star_apply, star_sum,
    star_mul']

/-- The eigenvalue equation of the RPA matrix is the pair of equations
`A X + B Y = ω X` and `conj B X + conj A Y = -ω Y`. -/
theorem rpa_mulVec_iff (A B : Matrix n n ℂ) (X Y : n → ℂ) (ω : ℂ) :
    rpa A B *ᵥ Sum.elim X Y = ω • Sum.elim X Y ↔
      A *ᵥ X + B *ᵥ Y = ω • X ∧ conjM B *ᵥ X + conjM A *ᵥ Y = (-ω) • Y := by
  rw [rpa, Matrix.fromBlocks_mulVec]
  simp only [Sum.elim_comp_inl, Sum.elim_comp_inr, Matrix.neg_mulVec]
  constructor
  · intro h
    refine ⟨funext fun i => congrFun h (Sum.inl i), funext fun i => ?_⟩
    have h2 := congrFun h (Sum.inr i)
    simp only [Sum.elim_inr, Pi.add_apply, Pi.neg_apply, Pi.smul_apply, smul_eq_mul] at h2 ⊢
    linear_combination -h2
  · rintro ⟨h1, h2⟩
    funext k
    rcases k with i | i
    · exact congrFun h1 i
    · have h3 := congrFun h2 i
      simp only [Sum.elim_inr, Pi.add_apply, Pi.neg_apply, Pi.smul_apply, smul_eq_mul] at h3 ⊢
      linear_combination -h3

/-- For arbitrary `A` and `B`, if `(X, Y)` solves the RPA equation at `ω`, then
`(conj Y, conj X)` solves it at `-conj ω`. -/
theorem rpa_partner (A B : Matrix n n ℂ) (X Y : n → ℂ) (ω : ℂ)
    (h : rpa A B *ᵥ Sum.elim X Y = ω • Sum.elim X Y) :
    rpa A B *ᵥ Sum.elim (star Y) (star X) = (-star ω) • Sum.elim (star Y) (star X) := by
  have key : ∀ (C : Matrix n n ℂ) (Z : n → ℂ), C *ᵥ star Z = star (conjM C *ᵥ Z) := by
    intro C Z
    ext i
    simp only [conjM, Matrix.mulVec, dotProduct, Matrix.map_apply, Pi.star_apply, star_sum,
      star_mul', star_star]
  obtain ⟨h1, h2⟩ := (rpa_mulVec_iff A B X Y ω).mp h
  refine (rpa_mulVec_iff A B (star Y) (star X) (-star ω)).mpr ⟨?_, ?_⟩
  -- conjugation exchanges the two RPA equations
  · rw [key A Y, key B X, ← star_add, add_comm, h2, star_smul, star_neg]
  · rw [conjM_mulVec_star B Y, conjM_mulVec_star A X, ← star_add, add_comm, h1, star_smul,
      neg_neg]

/-- For Hermitian `A` and symmetric `B` the RPA matrix satisfies `M† σ = σ M`. -/
theorem rpa_pseudoHermitian [DecidableEq n] {A B : Matrix n n ℂ}
    (hA : A.IsHermitian) (hB : B.IsSymm) :
    (rpa A B)ᴴ * metric n = metric n * rpa A B := by
  have hB1 : (conjM B)ᴴ = B := by
    ext i j
    show star (star (B j i)) = B i j
    rw [star_star]
    exact hB.apply i j
  have hB2 : Bᴴ = conjM B := by
    ext i j
    show star (B j i) = star (B i j)
    rw [hB.apply i j]
  have hA2 : (conjM A)ᴴ = conjM A := by
    ext i j
    show star (star (A j i)) = star (A i j)
    rw [hA.apply i j]
  simp [rpa, metric, Matrix.fromBlocks_conjTranspose, Matrix.fromBlocks_multiply,
    Matrix.conjTranspose_neg, hA.eq, hB1, hB2, hA2]

/-- For Hermitian `A` and symmetric `B`, solutions at `ω` and `ω'` satisfy
`(ω' - conj ω) (X†X' - Y†Y') = 0`. -/
theorem rpa_orthogonality [DecidableEq n] {A B : Matrix n n ℂ}
    (hA : A.IsHermitian) (hB : B.IsSymm) {X Y X' Y' : n → ℂ} {ω ω' : ℂ}
    (hv : rpa A B *ᵥ Sum.elim X Y = ω • Sum.elim X Y)
    (hw : rpa A B *ᵥ Sum.elim X' Y' = ω' • Sum.elim X' Y') :
    (ω' - star ω) * rpaForm X Y X' Y' = 0 := by
  have hm : metric n *ᵥ Sum.elim X' Y' = Sum.elim X' (-Y') := by
    simp [metric, Matrix.fromBlocks_mulVec, Matrix.neg_mulVec]
  have hf : star (Sum.elim X Y) ⬝ᵥ metric n *ᵥ Sum.elim X' Y' = rpaForm X Y X' Y' := by
    rw [hm]
    simp [rpaForm, dotProduct, Fintype.sum_sum_type, sub_eq_add_neg]
  -- let M act to the right
  have h1 : star (Sum.elim X Y) ⬝ᵥ (metric n * rpa A B) *ᵥ Sum.elim X' Y'
      = ω' * rpaForm X Y X' Y' := by
    rw [← Matrix.mulVec_mulVec, hw, Matrix.mulVec_smul, dotProduct_smul, smul_eq_mul, hf]
  -- let M act to the left
  have h2 : star (Sum.elim X Y) ⬝ᵥ ((rpa A B)ᴴ * metric n) *ᵥ Sum.elim X' Y'
      = star ω * rpaForm X Y X' Y' := by
    rw [← Matrix.mulVec_mulVec, Matrix.dotProduct_mulVec (star (Sum.elim X Y)) (rpa A B)ᴴ,
      ← Matrix.star_mulVec, hv, star_smul, smul_dotProduct, smul_eq_mul, hf]
  rw [rpa_pseudoHermitian hA hB] at h2
  linear_combination h2 - h1

/-- RPA pairing: for Hermitian `A` and symmetric `B`, a solution `(X, Y)` at `ω` gives the
solution `(conj Y, conj X)` at `-conj ω`, and `‖X‖ = ‖Y‖` whenever `ω` is not real. -/
theorem rpa_pairing [DecidableEq n] {A B : Matrix n n ℂ}
    (hA : A.IsHermitian) (hB : B.IsSymm) {X Y : n → ℂ} {ω : ℂ}
    (h : rpa A B *ᵥ Sum.elim X Y = ω • Sum.elim X Y) :
    rpa A B *ᵥ Sum.elim (star Y) (star X) = (-star ω) • Sum.elim (star Y) (star X) ∧
      (ω.im ≠ 0 → l2norm X = l2norm Y) := by
  refine ⟨rpa_partner A B X Y ω h, fun hω => ?_⟩
  have hne : ω - star ω ≠ 0 := fun h0 =>
    hω (Complex.conj_eq_iff_im.mp (sub_eq_zero.mp h0).symm)
  -- the indefinite norm of the mode vanishes
  have h0 : rpaForm X Y X Y = 0 :=
    (mul_eq_zero.mp (rpa_orthogonality hA hB h h)).resolve_left hne
  have hsq : ∀ Z : n → ℂ, star Z ⬝ᵥ Z = ((∑ i, ‖Z i‖ ^ 2 : ℝ) : ℂ) := by
    intro Z
    simp only [dotProduct, Pi.star_apply]
    push_cast
    refine Finset.sum_congr rfl fun i _ => ?_
    exact Complex.conj_mul' _
  rw [rpaForm, hsq X, hsq Y, sub_eq_zero] at h0
  unfold l2norm
  rw [Complex.ofReal_injective h0]

/-- For Hermitian `A` and symmetric `B`, the conjugate of an eigenvalue of the RPA matrix is
again an eigenvalue. -/
theorem IsRpaEigenvalue.conj [DecidableEq n] {A B : Matrix n n ℂ}
    (hA : A.IsHermitian) (hB : B.IsSymm) {ω : ℂ} (h : IsRpaEigenvalue A B ω) :
    IsRpaEigenvalue A B (star ω) := by
  have hs : ∀ (z : ℂ) (v : n ⊕ n → ℂ),
      (z • (1 : Matrix (n ⊕ n) (n ⊕ n) ℂ)) *ᵥ v = z • v := by
    intro z v
    rw [Matrix.smul_mulVec, Matrix.one_mulVec]
  -- eigenvalues are the zeros of the secular determinant
  have hdet : ∀ z : ℂ, IsRpaEigenvalue A B z ↔
      (rpa A B - z • (1 : Matrix (n ⊕ n) (n ⊕ n) ℂ)).det = 0 := by
    intro z
    rw [← Matrix.exists_mulVec_eq_zero_iff]
    simp only [IsRpaEigenvalue, Matrix.sub_mulVec, hs, sub_eq_zero]
  have e : (rpa A B - ω • (1 : Matrix (n ⊕ n) (n ⊕ n) ℂ))ᴴ * metric n
      = metric n * (rpa A B - star ω • (1 : Matrix (n ⊕ n) (n ⊕ n) ℂ)) := by
    rw [Matrix.conjTranspose_sub, Matrix.conjTranspose_smul, Matrix.conjTranspose_one,
      Matrix.sub_mul, Matrix.mul_sub, rpa_pseudoHermitian hA hB, Matrix.smul_mul,
      Matrix.mul_smul, Matrix.one_mul, Matrix.mul_one]
  have hsig : metric n * metric n = 1 := by
    simp [metric, Matrix.fromBlocks_multiply, Matrix.fromBlocks_one]
  have hd : (metric n).det ≠ 0 := by
    intro h0
    have h1 := congrArg Matrix.det hsig
    rw [Matrix.det_mul, h0, zero_mul, Matrix.det_one] at h1
    exact zero_ne_one h1
  have d := congrArg Matrix.det e
  rw [Matrix.det_mul, Matrix.det_mul, Matrix.det_conjTranspose, (hdet ω).mp h, star_zero,
    zero_mul] at d
  exact (hdet _).mpr ((mul_eq_zero.mp d.symm).resolve_left hd)

/-- For Hermitian `A` and symmetric `B`, with `ω` also `conj ω`, `-conj ω` and `-ω` are
eigenvalues of the RPA matrix. -/
theorem IsRpaEigenvalue.quartet [DecidableEq n] {A B : Matrix n n ℂ}
    (hA : A.IsHermitian) (hB : B.IsSymm) {ω : ℂ} (h : IsRpaEigenvalue A B ω) :
    IsRpaEigenvalue A B (star ω) ∧ IsRpaEigenvalue A B (-star ω) ∧
      IsRpaEigenvalue A B (-ω) := by
  have hp : ∀ z : ℂ, IsRpaEigenvalue A B z → IsRpaEigenvalue A B (-star z) := by
    rintro z ⟨v, hne, hv⟩
    have hv' : Sum.elim (v ∘ Sum.inl) (v ∘ Sum.inr) = v := by
      funext k
      cases k <;> rfl
    refine ⟨Sum.elim (star (v ∘ Sum.inr)) (star (v ∘ Sum.inl)), ?_,
      rpa_partner A B _ _ z (by rw [hv']; exact hv)⟩
    -- the partner of a nonzero vector is nonzero
    intro h0
    apply hne
    funext k
    rcases k with i | i
    · have h1 : star (v (Sum.inl i)) = 0 := congrFun h0 (Sum.inr i)
      exact star_eq_zero.mp h1
    · have h1 : star (v (Sum.inr i)) = 0 := congrFun h0 (Sum.inl i)
      exact star_eq_zero.mp h1
  refine ⟨h.conj hA hB, hp ω h, ?_⟩
  have h2 := hp (star ω) (h.conj hA hB)
  rwa [star_star] at h2

/-- With `A = 3` Hermitian and `B = 5i` symmetric, `(X, Y) = (5, 4 + 3i)` solves the RPA
equation at the non-real value `ω = 4i`. -/
theorem rpa_pairing_witness :
    (!![3] : Matrix (Fin 1) (Fin 1) ℂ).IsHermitian ∧
      (!![5 * Complex.I] : Matrix (Fin 1) (Fin 1) ℂ).IsSymm ∧
      rpa (!![3] : Matrix (Fin 1) (Fin 1) ℂ) !![5 * Complex.I] *ᵥ
          Sum.elim (![5] : Fin 1 → ℂ) (![4 + 3 * Complex.I] : Fin 1 → ℂ)
        = (4 * Complex.I) • Sum.elim (![5] : Fin 1 → ℂ) (![4 + 3 * Complex.I] : Fin 1 → ℂ) ∧
      (4 * Complex.I).im ≠ 0 := by
  refine ⟨Matrix.IsHermitian.ext fun i j => ?_, Matrix.IsSymm.ext fun i j => ?_, ?_, ?_⟩
  · fin_cases i
    fin_cases j
    simp
  · fin_cases i
    fin_cases j
    rfl
  · rw [rpa_mulVec_iff]
    constructor <;> ext i <;> fin_cases i <;>
      simp [conjM, Matrix.mulVec, dotProduct, Complex.ext_iff] <;> norm_num
  · norm_num

/-- With `A = 5` Hermitian and `B = 3` symmetric, `(X, Y) = (3, -1)` solves the RPA equation
at the real value `ω = 4` and has `‖X‖ ≠ ‖Y‖`. -/
theorem real_frequency_norm_ne :
    (!![5] : Matrix (Fin 1) (Fin 1) ℂ).IsHermitian ∧
      (!![3] : Matrix (Fin 1) (Fin 1) ℂ).IsSymm ∧
      rpa (!![5] : Matrix (Fin 1) (Fin 1) ℂ) !![3] *ᵥ
          Sum.elim (![3] : Fin 1 → ℂ) (![-1] : Fin 1 → ℂ)
        = (4 : ℂ) • Sum.elim (![3] : Fin 1 → ℂ) (![-1] : Fin 1 → ℂ) ∧
      l2norm (![3] : Fin 1 → ℂ) ≠ l2norm (![-1] : Fin 1 → ℂ) := by
  refine ⟨Matrix.IsHermitian.ext fun i j => ?_, Matrix.IsSymm.ext fun i j => ?_, ?_, ?_⟩
  · fin_cases i
    fin_cases j
    simp
  · fin_cases i
    fin_cases j
    rfl
  · rw [rpa_mulVec_iff]
    constructor <;> ext i <;> fin_cases i <;>
      simp [conjM, Matrix.mulVec, dotProduct, Complex.ext_iff] <;> norm_num
  · intro h
    unfold l2norm at h
    have h' := (Real.sqrt_inj (by positivity) (by positivity)).mp h
    norm_num [Fin.sum_univ_succ] at h'

/-- With `A = 0` and the non-symmetric `B` with rows `(0, 1)`, `(4, 0)`, the pair
`X = (1, 0)`, `Y = (0, 2i)` solves the RPA equation at `ω = 2i` and has `‖X‖ ≠ ‖Y‖`. -/
theorem nonsymmetric_norm_ne :
    (0 : Matrix (Fin 2) (Fin 2) ℂ).IsHermitian ∧
      ¬ (!![0, 1; 4, 0] : Matrix (Fin 2) (Fin 2) ℂ).IsSymm ∧
      rpa (0 : Matrix (Fin 2) (Fin 2) ℂ) !![0, 1; 4, 0] *ᵥ
          Sum.elim (![1, 0] : Fin 2 → ℂ) (![0, 2 * Complex.I] : Fin 2 → ℂ)
        = (2 * Complex.I) •
          Sum.elim (![1, 0] : Fin 2 → ℂ) (![0, 2 * Complex.I] : Fin 2 → ℂ) ∧
      l2norm (![1, 0] : Fin 2 → ℂ) ≠ l2norm (![0, 2 * Complex.I] : Fin 2 → ℂ) := by
  refine ⟨Matrix.isHermitian_zero, ?_, ?_, ?_⟩
  · intro h
    have h1 : (4 : ℂ) = 1 := h.apply 0 1
    norm_num at h1
  · rw [rpa_mulVec_iff]
    constructor <;> ext i <;> fin_cases i <;>
      simp [conjM, Matrix.mulVec, dotProduct, Complex.ext_iff] <;> norm_num
  · intro h
    unfold l2norm at h
    have h' := (Real.sqrt_inj (by positivity) (by positivity)).mp h
    norm_num [Fin.sum_univ_succ] at h'

end

end RpaPairing
```

```lean
#print axioms RpaPairing.rpa_pairing
-- 'RpaPairing.rpa_pairing' depends on axioms: [propext, Classical.choice, Quot.sound]
#print axioms RpaPairing.IsRpaEigenvalue.quartet
-- 'RpaPairing.IsRpaEigenvalue.quartet' depends on axioms: [propext, Classical.choice, Quot.sound]
#print axioms RpaPairing.real_frequency_norm_ne
-- 'RpaPairing.real_frequency_norm_ne' depends on axioms: [propext, Classical.choice, Quot.sound]
#print axioms RpaPairing.nonsymmetric_norm_ne
-- 'RpaPairing.nonsymmetric_norm_ne' depends on axioms: [propext, Classical.choice, Quot.sound]
```

## What the theorems state

Let $A$ and $B$ be complex square matrices with rows and columns labelled by a finite set `n`, and let $X$ and $Y$ be complex vectors with components $X_i$, $Y_i$ for $i$ in `n`. A bar denotes entrywise complex conjugation, which is `conjM` for matrices and `star` for vectors and numbers. The symbol $^T$ is the transpose and $^\dagger$ the conjugate transpose, `ᴴ` in Lean. The two block matrices are

$$M=\begin{pmatrix}A&B\\-\bar B&-\bar A\end{pmatrix},\qquad \sigma=\begin{pmatrix}1&0\\0&-1\end{pmatrix},$$

namely `rpa A B` and `metric n`. They are indexed by `n ⊕ n`, and the stacked vector $(X,Y)$ is `Sum.elim X Y`, with $X_i$ at `Sum.inl i` and $Y_i$ at `Sum.inr i`. For a second pair $(X',Y')$, `rpaForm X Y X' Y'` is the indefinite overlap $X^\dagger X'-Y^\dagger Y'$, conjugate-linear in the first pair. The norm `l2norm X` is $\|X\|=\sqrt{\sum_i|X_i|^2}$.

The main theorem `rpa_pairing` assumes $A^\dagger=A$ (`hA`), $B^T=B$ (`hB`), and $M(X,Y)=\omega\,(X,Y)$ for a complex number $\omega$ (`h`). It concludes that $M(\bar Y,\bar X)=-\bar\omega\,(\bar Y,\bar X)$, and that $\|X\|=\|Y\|$ if $\operatorname{Im}\omega\neq0$. Symmetric means symmetric under plain transposition, so a complex $B$ is in general not Hermitian. The pair $(X,Y)$ is not required to be nonzero or normalised, and for the zero pair both conclusions are trivially true.

Nonzero vectors enter through `IsRpaEigenvalue A B ω`, which says that $Mv=\omega v$ for some $v\neq0$. Under the same assumptions on $A$ and $B$, `IsRpaEigenvalue.quartet` states that with $\omega$ also $\bar\omega$, $-\bar\omega$ and $-\omega$ are eigenvalues. It does not say that the four numbers are distinct, and it says nothing about multiplicities. For a real or purely imaginary $\omega$ they coincide in pairs.

## The physics encoded

In time-dependent Hartree–Fock theory, and in linear-response density-functional theory with a frequency-independent kernel, the excitation problem in a finite orbital basis has the form $M(X,Y)=\omega(X,Y)$, where `n` labels occupied–virtual orbital pairs, $X$ and $Y$ are excitation and de-excitation amplitudes, and $\omega$ is the frequency of the mode, with $\hbar=1$. A positive real $\omega$ whose mode has $\|X\|>\|Y\|$ is read as an excitation energy, and a non-real $\omega$ is not. The file takes the block form of $M$ as a definition, and it takes Hermiticity of $A$ and symmetry of $B$ as hypotheses. No orbitals or two-electron integrals appear, and nothing is derived from a Hamiltonian. No positivity is assumed, and the theorems give no condition on $A$ and $B$ that makes the whole spectrum real, although they do imply that a solution with $\|X\|\neq\|Y\|$ has real $\omega$. They also leave open whether $M$ can be diagonalised.

## Why it is true

**The two equations.** Multiplying out the blocks, and changing the sign of the lower row, gives

$$AX+BY=\omega X,\qquad \bar BX+\bar AY=-\omega Y .$$

This equivalence is `rpa_mulVec_iff`. The proof evaluates the equation at `Sum.inl i` and `Sum.inr i`, and `linear_combination -h2` is the change of sign.

**The partner mode.** Conjugating both equations gives

$$\bar A\bar X+\bar B\bar Y=\bar\omega\bar X,\qquad B\bar X+A\bar Y=-\bar\omega\bar Y .$$

Put $X'=\bar Y$, $Y'=\bar X$ and $\omega'=-\bar\omega$. The second conjugated equation reads $AX'+BY'=\omega'X'$, and the first reads $\bar BX'+\bar AY'=-\omega'Y'$. These are the two RPA equations for $(X',Y')$ at $\omega'$. No property of $A$ or $B$ was used, and `rpa_partner` is stated for arbitrary matrices. Its proof moves conjugation through a matrix–vector product with `conjM_mulVec_star`, which is $\bar A\bar X=\overline{AX}$, and with the local `key`, which is $C\bar Z=\overline{\bar CZ}$ for any matrix $C$ and vector $Z$. The upper equation of the partner then comes from the lower equation `h2` of the original mode, and the lower one from `h1`.

**Hermiticity with respect to $\sigma$.** For Hermitian $A$ one has $\bar A^\dagger=A^T=\bar A$. For symmetric $B$ one has $\bar B^\dagger=B^T=B$ and $B^\dagger=\bar B$. Therefore

$$M^\dagger=\begin{pmatrix}A^\dagger&-\bar B^\dagger\\B^\dagger&-\bar A^\dagger\end{pmatrix}=\begin{pmatrix}A&-B\\\bar B&-\bar A\end{pmatrix}.$$

Multiplying by $\sigma$ from the right flips the sign of the second block column, and multiplying $M$ by $\sigma$ from the left flips the sign of the second block row:

$$M^\dagger\sigma=\begin{pmatrix}A&B\\\bar B&\bar A\end{pmatrix}=\sigma M .$$

In `rpa_pseudoHermitian` the three block identities are `hA2`, `hB1` and `hB2`, each proved entry by entry, and the closing `simp` carries out the block multiplication.

**Orthogonality.** Let $v=(X,Y)$ solve the equation at $\omega$ and $w=(X',Y')$ at any $\omega'$. Since $\sigma w=(X',-Y')$, the number $F=v^\dagger\sigma w$ equals $X^\dagger X'-Y^\dagger Y'$. Letting $M$ act to the right gives $v^\dagger\sigma Mw=\omega'F$. Letting it act to the left gives $v^\dagger M^\dagger\sigma w=(Mv)^\dagger\sigma w=\bar\omega F$. The left-hand sides agree, so

$$(\omega'-\bar\omega)\,(X^\dagger X'-Y^\dagger Y')=0 .$$

In `rpa_orthogonality`, `hm` and `hf` identify $F$, `h1` and `h2` are the two evaluations, the rewrite with `rpa_pseudoHermitian` makes their left-hand sides identical, and `linear_combination h2 - h1` subtracts them.

**Equal norms.** Take $w=v$. Then $(\omega-\bar\omega)(X^\dagger X-Y^\dagger Y)=0$ with $\omega-\bar\omega=2i\operatorname{Im}\omega$. For non-real $\omega$ the first factor is nonzero, so $\sum_i|X_i|^2=\sum_i|Y_i|^2$, and the square roots agree. In `rpa_pairing`, `hne` handles the first factor, `h0` is the vanishing of `rpaForm X Y X Y`, `hsq` writes $Z^\dagger Z$ as the real sum $\sum_i|Z_i|^2$, and `Complex.ofReal_injective` passes from the complex equality to the real one.

**The quartet.** Writing $\omega$ also for $\omega$ times the unit matrix, the relation above gives $(M-\omega)^\dagger\sigma=\sigma(M-\bar\omega)$. Taking determinants,

$$\overline{\det(M-\omega)}\;\det\sigma=\det\sigma\;\det(M-\bar\omega).$$

From $\sigma^2=1$ follows $\det\sigma\neq0$. Hence $\det(M-\omega)=0$ forces $\det(M-\bar\omega)=0$. In `IsRpaEigenvalue.conj`, `hdet` identifies eigenvalues with zeros of the determinant, `e` is the matrix identity, and `hsig` and `hd` treat $\sigma$. This argument shows that an eigenvector at $\bar\omega$ exists and gives no formula for it. In `IsRpaEigenvalue.quartet`, `hp` splits $v$ into its halves, applies `rpa_partner`, and checks that the partner of a nonzero vector is nonzero. Applied to $\omega$ it yields $-\bar\omega$, and applied to $\bar\omega$ it yields $-\omega$.

## The smallest case and the three examples

With one pair, $A=a$ is a real number and $B=b$ a complex one, and symmetry is automatic. The matrix $M$ has trace $0$ and determinant $|b|^2-a^2$, so $\omega^2=a^2-|b|^2$ and $\omega$ is real or purely imaginary. For $ab\neq0$ the matrix is not normal, since the upper off-diagonal entries of $MM^\dagger$ and $M^\dagger M$ are $-2ab$ and $2ab$. These general one-pair formulas and the reduction for real matrices further down are worked out in the prose alone and have not been checked in Lean.

The theorem `rpa_pairing_witness` has $a=3$, $b=5i$, $X=5$, $Y=4+3i$, $\omega=4i$. The upper equation is $15+5i(4+3i)=20i=4i\cdot5$, and the lower one is $-25i+3(4+3i)=12-16i=-4i(4+3i)$. With unit Euclidean length the vector is $\big(1/\sqrt2,\ (4+3i)/(5\sqrt2)\big)$. Here $-\bar\omega=\omega$, and the partner $(4-3i,\ 5)$ is the original vector times the phase $(4-3i)/5$.

The theorem `real_frequency_norm_ne` has $a=5$, $b=3$, $X=3$, $Y=-1$, $\omega=4$, and the norms $3$ and $1$ differ. Equality of the norms therefore fails without the condition $\operatorname{Im}\omega\neq0$. The indefinite norm is $9-1=8$, and the mode scaled to $X^\dagger X-Y^\dagger Y=1$ is $(3/\sqrt8,\ -1/\sqrt8)$.

The theorem `nonsymmetric_norm_ne` needs two pairs. It has $A=0$, $B$ with rows $(0,1)$ and $(4,0)$, $X=(1,0)$, $Y=(0,2i)$ and $\omega=2i$. Then $BY=(2i,0)=\omega X$ and $\bar BX=(0,4)=-\omega Y$, with norms $1$ and $2$, or $1/\sqrt5$ and $2/\sqrt5$ after scaling to unit Euclidean length. Equality of the norms therefore also fails without symmetry of $B$. In all three proofs `rpa_mulVec_iff` splits the equation, which is then checked component by component in real and imaginary parts, and in the last two `Real.sqrt_inj` reduces the comparison of norms to one of sums of squares. The file contains no corresponding example for non-Hermitian $A$.

## In a calculation

RPA modes with $X^\dagger X-Y^\dagger Y>0$ are usually normalised by scaling this quantity to $1$. Scaling a mode by a number $c$ multiplies this quantity by $|c|^2$, so a mode with non-real $\omega$, for which it vanishes, cannot be brought to this normalisation. Exchanging the halves reverses its sign, so the partner of a normalised mode has the value $-1$, and it is obtained by conjugating and swapping without a second solution of the eigenvalue problem.

For real $A$ and $B$, as with real orbitals, adding and subtracting the two equations gives $(A+B)(X+Y)=\omega(X-Y)$ and $(A-B)(X-Y)=\omega(X+Y)$, and so

$$(A-B)(A+B)(X+Y)=\omega^2(X+Y).$$

This problem has half the dimension and treats $\omega$ and $-\omega$ together. For $a=5$, $b=3$ it reads $2\cdot8=16=\omega^2$.
